# Poisson weights of the plasmon satellites in a single-mode cumulant Green's function

When photoemission suddenly removes an electron from a level in a metal, the electron gas responds to the hole and may be left with plasmons excited. The photoelectron then carries less energy, and the spectrum shows satellites below the quasiparticle line. How is the spectral weight of the hole shared among the quasiparticle line and its satellites, and where does the centre of the whole spectrum lie?

Take a single plasmon mode of energy $\omega$, without dispersion or damping, and a quasiparticle energy $\varepsilon$, in units with $\hbar=1$. A dimensionless coupling $a\ge 0$ measures how strongly the hole disturbs the mode. The line with $n=0,1,2,\dots$ plasmons has weight and energy

$$p_n(a)=e^{-a}\frac{a^n}{n!},\qquad E_n=\varepsilon-n\omega .$$

The cumulant form of the hole Green's function at negative times $t$ is

$$G(t)=i\,e^{-i\varepsilon t}\exp\!\big(a(e^{i\omega t}-1)\big).$$

This form is taken as given, not derived from a Hamiltonian. In Lean, $p_n(a)$ is `satelliteWeight a n`, $E_n$ is `satelliteEnergy ε ω n` and $G(t)$ is `holeGreen ε ω a t`. The line with $n=0$ is the quasiparticle line; the names and comments in the code count it among the satellites. All parameters are real numbers, and a sign condition appears only where a theorem states it.

```lean
import Mathlib

open Finset

namespace CumulantSatellites

noncomputable section

/-- Weight of the satellite with `n` plasmons at coupling strength `a`. -/
def satelliteWeight (a : ℝ) (n : ℕ) : ℝ :=
  Real.exp (-a) * a ^ n / (n.factorial : ℝ)

/-- Energy of the `n`-th satellite: the quasiparticle energy `ε` lowered by `n` plasmon
energies `ω`. -/
def satelliteEnergy (ε ω : ℝ) (n : ℕ) : ℝ := ε - n * ω

/-- Cumulant form of the hole Green's function at negative times `t`, with quasiparticle
energy `ε`, plasmon energy `ω` and coupling strength `a` (units with `ħ = 1`). -/
def holeGreen (ε ω a t : ℝ) : ℂ :=
  Complex.I * Complex.exp (-(Complex.I * ε * t)) *
    Complex.exp (a * (Complex.exp (Complex.I * ω * t) - 1))
```

Infinite sums are stated with `HasSum f s`: the series with terms `f` converges, whatever the order of its terms, and its sum is `s`.

## (a) Total weight

**Task.** Show that for every real $a$

$$\sum_{n=0}^{\infty}p_n(a)=1 .$$

**Solution.** The exponential series $\sum_n a^n/n!=e^a$ converges for every $a$. Multiplying it by $e^{-a}$ gives $e^{-a}e^{a}=1$.

```lean
/-- The satellite weights sum to one. -/
theorem hasSum_satelliteWeight (a : ℝ) : HasSum (satelliteWeight a) 1 := by
  have h := NormedSpace.expSeries_div_hasSum_exp a
  rw [← Real.exp_eq_exp_ℝ] at h
  have h2 := h.mul_left (Real.exp (-a))
  rw [← Real.exp_add, neg_add_cancel, Real.exp_zero] at h2
  convert h2 using 1
  · rfl
  funext n
  unfold satelliteWeight
  ring
```

The proof takes the exponential series from Mathlib as `h`, multiplies it by the constant with `mul_left`, and matches the terms with `ring`.

## (b) Factorial moments of the plasmon number

**Task.** Show that for every real $a$ and every $k=0,1,2,\dots$

$$\sum_{n=0}^{\infty}n(n-1)\cdots(n-k+1)\,p_n(a)=a^k ,$$

where the empty product at $k=0$ is 1.

**Solution.** For $n<k$ the product contains the factor zero, so the sum may start at $k$. Replace $n$ by $n+k$, with the new $n$ running from 0. The product becomes $(n+k)!/n!$, and each term is

$$\frac{(n+k)!}{n!}\,e^{-a}\frac{a^{n+k}}{(n+k)!}=a^k\,p_n(a).$$

By (a), these terms sum to $a^k$.

```lean
/-- The `k`-th factorial moment of the plasmon number, the average of
`n (n - 1) ⋯ (n - k + 1)`, is `a ^ k`. -/
theorem hasSum_factorialMoment (a : ℝ) (k : ℕ) :
    HasSum (fun n : ℕ => (n.descFactorial k : ℝ) * satelliteWeight a n) (a ^ k) := by
  -- the terms with fewer than `k` plasmons vanish, so the sum may start at `k`
  rw [← hasSum_nat_add_iff' k]
  have h0 : ∑ i ∈ range k, (i.descFactorial k : ℝ) * satelliteWeight a i = 0 := by
    apply Finset.sum_eq_zero
    intro i hi
    rw [Nat.descFactorial_of_lt (Finset.mem_range.mp hi), Nat.cast_zero, zero_mul]
  rw [h0, sub_zero]
  have h := (hasSum_satelliteWeight a).mul_left (a ^ k)
  rw [mul_one] at h
  convert h using 1
  · rfl
  funext n
  have hf : (n.factorial : ℝ) * ((n + k).descFactorial k : ℝ) = ((n + k).factorial : ℝ) := by
    have h1 := Nat.factorial_mul_descFactorial (Nat.le_add_left k n)
    rw [Nat.add_sub_cancel] at h1
    exact_mod_cast h1
  have hn : (n.factorial : ℝ) ≠ 0 := Nat.cast_ne_zero.mpr (Nat.factorial_ne_zero n)
  have hd : ((n + k).descFactorial k : ℝ) ≠ 0 := by
    intro hz
    rw [hz, mul_zero] at hf
    exact (Nat.cast_ne_zero.mpr (Nat.factorial_ne_zero (n + k))) hf.symm
  unfold satelliteWeight
  rw [← hf, pow_add]
  field_simp
```

The falling product is `n.descFactorial k`. The lemma `hasSum_nat_add_iff'` shifts the index, `h0` shows that the omitted terms vanish, and `hf` supplies the factorial identity that cancels $(n+k)!$.

## (c) The series in time

**Task.** Show that for all real $a,\omega,t$

$$\sum_{n=0}^{\infty}p_n(a)\,e^{in\omega t}=\exp\!\big(a(e^{i\omega t}-1)\big).$$

**Solution.** Since $e^{in\omega t}=(e^{i\omega t})^n$, the left side is $e^{-a}\sum_n z^n/n!$ with $z=a\,e^{i\omega t}$. The complex exponential series sums to $e^z$, and $e^{-a}e^{z}=\exp(a e^{i\omega t}-a)$.

```lean
/-- The satellite series in the time domain sums to the exponential of the plasmon cumulant. -/
theorem hasSum_cumulant (a ω t : ℝ) :
    HasSum (fun n : ℕ => (satelliteWeight a n : ℂ) * Complex.exp (Complex.I * n * ω * t))
      (Complex.exp (a * (Complex.exp (Complex.I * ω * t) - 1))) := by
  have h := NormedSpace.expSeries_div_hasSum_exp
    ((a : ℂ) * Complex.exp (Complex.I * ω * t))
  rw [← Complex.exp_eq_exp_ℂ] at h
  have h2 := h.mul_left (Complex.exp (-(a : ℂ)))
  rw [← Complex.exp_add] at h2
  convert h2 using 1
  · rfl
  · funext n
    -- `n` plasmons carry the `n`-th power of the one-plasmon phase
    have hp : Complex.exp (Complex.I * n * ω * t) = Complex.exp (Complex.I * ω * t) ^ n := by
      rw [← Complex.exp_nat_mul]
      congr 1
      ring
    rw [hp, mul_pow]
    unfold satelliteWeight
    push_cast
    ring
  · congr 1
    ring
```

The argument follows (a), now over the complex numbers. The step `hp` writes the phase of $n$ plasmons as the $n$-th power of the one-plasmon phase.

## (d) Mean and variance

**Task.** For $a\ge0$, show that $p_n(a)\ge0$ for all $n$ and that

$$\sum_{n=0}^{\infty}n\,p_n(a)=a,\qquad \sum_{n=0}^{\infty}(n-a)^2p_n(a)=a .$$

Collect these with (a) and (c) in one statement.

**Solution.** Each factor of $p_n(a)$ is nonnegative when $a\ge0$. The mean is (b) at $k=1$. For the variance, write

$$(n-a)^2=n(n-1)+(1-2a)\,n+a^2 .$$

The three parts give convergent series, by (b) at $k=2$, by the mean and by (a), so they may be added:

$$a^2+(1-2a)a+a^2=a .$$

```lean
/-- For coupling `a ≥ 0` the satellite weights are nonnegative and sum to one, the plasmon
number has mean `a` and variance `a`, and the weights generate the exponential of the
cumulant at every plasmon energy and time. -/
theorem plasmon_satellites (a : ℝ) (ha : 0 ≤ a) :
    (∀ n, 0 ≤ satelliteWeight a n) ∧
    HasSum (satelliteWeight a) 1 ∧
    HasSum (fun n : ℕ => (n : ℝ) * satelliteWeight a n) a ∧
    HasSum (fun n : ℕ => ((n : ℝ) - a) ^ 2 * satelliteWeight a n) a ∧
    ∀ ω t : ℝ,
      HasSum (fun n : ℕ => (satelliteWeight a n : ℂ) * Complex.exp (Complex.I * n * ω * t))
        (Complex.exp (a * (Complex.exp (Complex.I * ω * t) - 1))) := by
  have h0 := hasSum_satelliteWeight a
  have h1 : HasSum (fun n : ℕ => (n : ℝ) * satelliteWeight a n) a := by
    simpa only [Nat.descFactorial_one, pow_one] using hasSum_factorialMoment a 1
  refine ⟨fun n => ?_, h0, h1, ?_, hasSum_cumulant a⟩
  · unfold satelliteWeight
    positivity
  · -- (n - a)² = n (n - 1) + (1 - 2a) n + a²
    have h2 := ((hasSum_factorialMoment a 2).add (h1.mul_left (1 - 2 * a))).add
      (h0.mul_left (a ^ 2))
    convert h2 using 1
    · funext n
      rw [Nat.cast_descFactorial_two]
      ring
    · ring
```

Only the nonnegativity, proved by `positivity`, uses `ha`; it is what lets the weights be read as probabilities. At $a=0$ all the weight sits in the quasiparticle line.

## (e) Resolving the Green's function into lines

**Task.** Show that

$$G(t)=\sum_{n=0}^{\infty} i\,p_n(a)\,e^{-iE_nt}.$$

**Solution.** Multiply the series in (c) by $i\,e^{-i\varepsilon t}$. The phases combine as

$$e^{-i\varepsilon t}e^{in\omega t}=e^{-i(\varepsilon-n\omega)t}=e^{-iE_nt}.$$

```lean
/-- The cumulant Green's function is a sum of undamped oscillations at the satellite
energies, each with its satellite weight. -/
theorem holeGreen_satellites (ε ω a t : ℝ) :
    HasSum (fun n : ℕ => Complex.I * (satelliteWeight a n : ℂ) *
      Complex.exp (-(Complex.I * (satelliteEnergy ε ω n : ℂ) * t))) (holeGreen ε ω a t) := by
  have h := (hasSum_cumulant a ω t).mul_left
    (Complex.I * Complex.exp (-(Complex.I * ε * t)))
  unfold holeGreen
  convert h using 1
  · rfl
  funext n
  have hp : Complex.exp (-(Complex.I * (satelliteEnergy ε ω n : ℂ) * t)) =
      Complex.exp (-(Complex.I * ε * t)) * Complex.exp (Complex.I * n * ω * t) := by
    rw [← Complex.exp_add]
    congr 1
    unfold satelliteEnergy
    push_cast
    ring
  rw [hp]
  ring
```

Here `hp` combines the phases. The identity holds at every real $t$, although $G$ is the hole propagator only at negative times; the definition contains no step function. The statement stays in the time domain and takes no Fourier transform. In electronic-structure work on photoemission it shows how a cumulant produces a whole satellite series, for one undamped mode with a fixed coupling.

## (f) Centre and spread of the spectrum

**Task.** Show that

$$\sum_{n=0}^{\infty}E_n\,p_n(a)=\varepsilon-a\omega,\qquad
\sum_{n=0}^{\infty}\big(E_n-(\varepsilon-a\omega)\big)^2p_n(a)=a\,\omega^2 .$$

**Solution.** By (a) and the mean, the first sum is $\varepsilon\cdot1-\omega\cdot a$. For the second, $E_n-(\varepsilon-a\omega)=-\omega(n-a)$, so the sum is $\omega^2$ times the variance of the plasmon number.

```lean
/-- The weighted mean of the satellite energies is `ε - a ω`, and their weighted variance
is `a ω ^ 2`. -/
theorem spectral_centroid_and_variance (ε ω a : ℝ) :
    HasSum (fun n : ℕ => satelliteEnergy ε ω n * satelliteWeight a n) (ε - a * ω) ∧
    HasSum (fun n : ℕ => (satelliteEnergy ε ω n - (ε - a * ω)) ^ 2 * satelliteWeight a n)
      (a * ω ^ 2) := by
  have h0 := hasSum_satelliteWeight a
  have h1 : HasSum (fun n : ℕ => (n : ℝ) * satelliteWeight a n) a := by
    simpa only [Nat.descFactorial_one, pow_one] using hasSum_factorialMoment a 1
  have h2 := ((hasSum_factorialMoment a 2).add (h1.mul_left (1 - 2 * a))).add
    (h0.mul_left (a ^ 2))
  constructor
  · convert (h0.mul_left ε).sub (h1.mul_left ω) using 1
    · rfl
    · funext n
      unfold satelliteEnergy
      ring
    · ring
  · convert h2.mul_left (ω ^ 2) using 1
    · rfl
    · funext n
      rw [Nat.cast_descFactorial_two]
      unfold satelliteEnergy
      ring
    · ring
```

The proof assembles the mean `h1` and the variance series `h2` again from (a) and (b), because these identities hold for every real $a$, while (d) assumes $a\ge0$.

## (g) Two plasmon branches

**Task.** Let a second branch have coupling $b$, and let the two branches be excited independently. Show that the weight for $n$ plasmons in total is

$$\sum_{k=0}^{n}p_k(a)\,p_{n-k}(b)=p_n(a+b).$$

**Solution.** Since $\frac{1}{k!\,(n-k)!}=\frac{1}{n!}\binom nk$, the left side is

$$\frac{e^{-a-b}}{n!}\sum_{k=0}^{n}\binom nk a^k b^{n-k}=e^{-(a+b)}\frac{(a+b)^n}{n!}$$

by the binomial theorem.

```lean
/-- Distributing `n` plasmons over two branches with couplings `a` and `b` gives the
satellite weight of a single branch with coupling `a + b`. -/
theorem satelliteWeight_add (a b : ℝ) (n : ℕ) :
    ∑ p ∈ antidiagonal n, satelliteWeight a p.1 * satelliteWeight b p.2 =
      satelliteWeight (a + b) n := by
  rw [Finset.Nat.sum_antidiagonal_eq_sum_range_succ
    (fun i j => satelliteWeight a i * satelliteWeight b j)]
  unfold satelliteWeight
  -- expand the power of the total coupling by the binomial theorem
  rw [add_pow, Finset.mul_sum, Finset.sum_div]
  apply Finset.sum_congr rfl
  intro k hk
  have hk' : k ≤ n := Nat.lt_succ_iff.mp (Finset.mem_range.mp hk)
  have hn : (n.factorial : ℝ) ≠ 0 := Nat.cast_ne_zero.mpr (Nat.factorial_ne_zero n)
  rw [Nat.cast_choose ℝ hk', neg_add, Real.exp_add]
  field_simp

end

end CumulantSatellites
```

The set `antidiagonal n` holds the pairs of plasmon numbers that add up to `n`; the first rewrite turns it into the sum over $k$, and `add_pow` is the binomial theorem. The identity concerns the number of plasmons only. If the branches have the same plasmon energy, it also gives the weight of a line; if their energies differ, a total number $n\ge1$ does not fix the line's position.

```lean
#print axioms CumulantSatellites.plasmon_satellites
#print axioms CumulantSatellites.holeGreen_satellites
#print axioms CumulantSatellites.spectral_centroid_and_variance
#print axioms CumulantSatellites.satelliteWeight_add
```

```
'CumulantSatellites.plasmon_satellites' depends on axioms: [propext, Classical.choice, Quot.sound]
'CumulantSatellites.holeGreen_satellites' depends on axioms: [propext, Classical.choice, Quot.sound]
'CumulantSatellites.spectral_centroid_and_variance' depends on axioms: [propext, Classical.choice, Quot.sound]
'CumulantSatellites.satelliteWeight_add' depends on axioms: [propext, Classical.choice, Quot.sound]
```
